# For \(0<Z/c<|\kappa|\), the leading coefficient fixes the regular Dirac series at a point nucleus

The coefficients of the radial Dirac equations diverge at a point nucleus, so they cannot be evaluated there. An outward integration can instead begin at some small radius, with values for both components. If their ratio is wrong, the starting values contain some of the second solution, which diverges towards the nucleus, and the integration follows a mixture instead of the regular solution.

The correct values come from a power series. Let \(P\) and \(Q\) be the large and small radial components, each multiplied by \(r\), \(\kappa\) the relativistic angular quantum number, \(W\) the energy including the rest energy, and \(Z\) the nuclear charge. In atomic units, with \(c\) the speed of light and the potential \(-Z/r\), the equations are

\[
P'=-\frac{\kappa}{r}P+\frac{W+Z/r+c^2}{c}\,Q,\qquad
Q'=\frac{\kappa}{r}Q-\frac{W+Z/r-c^2}{c}\,P .
\]

Put \(a=Z/c\). For \(0<a<|\kappa|\) the regular series starts with the power \(r^\gamma\), where \(\gamma=\sqrt{\kappa^2-a^2}\), and its first large-component coefficient determines all the others at any \(W\).

## The series, order by order

Insert \(P=\sum_n p_n r^{g+n}\) and \(Q=\sum_n q_n r^{g+n}\), with \(n=0,1,2,\dots\). The lowest power, \(r^{g-1}\), gives

\[
\begin{pmatrix} g+\kappa & -a\\ a & g-\kappa\end{pmatrix}
\begin{pmatrix}p_0\\ q_0\end{pmatrix}=0 .
\]

The determinant is \((g+\kappa)(g-\kappa)+a^2=g^2-\kappa^2+a^2\), so a nonzero start exists exactly when \(g^2=\kappa^2-a^2\). Take the positive root \(g=\gamma\). The first row gives

\[
q_0=\frac{\gamma+\kappa}{a}\,p_0 ,
\]

and the second row then holds as well, since \(a p_0+(\gamma-\kappa)q_0=(a^2+\gamma^2-\kappa^2)p_0/a=0\).

The power \(r^{\gamma+n}\) links order \(n+1\) to order \(n\):

\[
\begin{aligned}
(\gamma+n+1+\kappa)\,p_{n+1}-a\,q_{n+1}&=\frac{W+c^2}{c}\,q_n,\\
a\,p_{n+1}+(\gamma+n+1-\kappa)\,q_{n+1}&=-\frac{W-c^2}{c}\,p_n .
\end{aligned}
\]

At \(g=\gamma+n\) the determinant is \((\gamma+n)^2-\gamma^2=n(2\gamma+n)\). It vanishes at \(n=0\) and is positive for every \(n\ge1\), so each later pair of coefficients follows uniquely from the one before.

Now stop after the power \(r^{\gamma+N}\). All lower orders balance, but the last coefficients still produce terms on the right-hand sides that no derivative matches. The truncated sums therefore satisfy the equations with the additional right-hand terms

\[
e=-\frac{W+c^2}{c}\,q_N r^{\gamma+N},\qquad
f=\frac{W-c^2}{c}\,p_N r^{\gamma+N}.
\]

## A solution in closed form

Let \(\kappa=-k\) with \(0<a<k\), and try \(P=r^\gamma e^{-Zr/k}\), \(Q=\beta P\), with \(\beta=(\gamma-k)/a\) and \(W=\gamma c^2/k\). The ratio \(\beta\) obeys two relations:

\[
a\beta=\gamma-k,\qquad (\gamma+k)\beta=\frac{\gamma^2-k^2}{a}=-a .
\]

Since \(P'/P=\gamma/r-Z/k\), dividing the first equation by \(P\) leaves

\[
\frac{\gamma}{r}-\frac{Z}{k}=\frac{k}{r}+\frac{a\beta}{r}+\frac{c(\gamma+k)\beta}{k}.
\]

The \(1/r\) terms agree by the first relation, and the constants agree by the second, because \(ca=Z\). The second equation divided by \(P\) is

\[
\beta\left(\frac{\gamma}{r}-\frac{Z}{k}\right)=-\frac{k\beta}{r}-\frac{c(\gamma-k)}{k}-\frac{a}{r}.
\]

Here the \(1/r\) terms agree by the second relation and the constants by the first.

For \(k=1\) these are the unnormalised radial functions of the hydrogen-like ground state, with \(W=\gamma c^2\). Multiplying both components by \(A\), where

\[
A^2=\frac{(2Z/k)^{2\gamma+1}(k+\gamma)}{2k\,\Gamma(2\gamma+1)},
\]

gives \(\int_0^\infty(P^2+Q^2)\,dr=1\). For one electron in a bare point-nucleus field, the closed form can serve as a reference for a numerical radial solver.

## The equations and the series in Lean

```lean
import Mathlib

open Matrix

namespace DiracPointNucleusStart

noncomputable section
```

The matrix of the lowest order is defined for arbitrary real \(\kappa\), \(a\) and \(g\). The physical \(\kappa\) are the nonzero integers, which are included.

```lean
/-- The matrix acting on the coefficients of `r ^ g` in the large and small components,
at lowest order in `r`, for coupling `a = Z / c`. -/
def indicial (κ a g : ℝ) : Matrix (Fin 2) (Fin 2) ℝ := !![g + κ, -a; a, g - κ]
```

The exponent \(\gamma\) is the nonnegative square root.

```lean
/-- The exponent `γ = √(κ² - a²)`, for `|a| ≤ |κ|`. -/
def startExponent (κ a : ℝ) : ℝ := Real.sqrt (κ ^ 2 - a ^ 2)
```

The predicate `SolvesUpTo` says that `P` and `Q` are differentiable at the point `r`, with the derivatives prescribed by the radial equations plus `e` and `f`. An exact solution at `r` has both residuals equal to zero.

```lean
/-- `P` and `Q` satisfy the radial Dirac equations at `r` with energy `W` (rest energy included)
in the potential `-Z / r`, up to residuals `e` and `f`; the domain is `r ≠ 0`, `c ≠ 0`. -/
def SolvesUpTo (Z c κ W : ℝ) (P Q : ℝ → ℝ) (r e f : ℝ) : Prop :=
  HasDerivAt P (-(κ / r) * P r + (W + Z / r + c ^ 2) / c * Q r + e) r ∧
  HasDerivAt Q (κ / r * Q r - (W + Z / r - c ^ 2) / c * P r + f) r
```

The right-hand side of the recursion is a function of the preceding coefficient pair. Component `0` belongs to \(P\) and component `1` to \(Q\), so `u n 0` is \(p_n\) and `u n 1` is \(q_n\).

```lean
/-- The term that the coefficients `v` of one order feed into the next order, for `c ≠ 0`. -/
def source (c W : ℝ) (v : Fin 2 → ℝ) : Fin 2 → ℝ :=
  ![(W + c ^ 2) / c * v 1, -((W - c ^ 2) / c) * v 0]
```

`IsStart` collects the leading equation and the recursion from `n` to `n + 1`.

```lean
/-- The coefficients `u n = (pₙ, qₙ)` obey the order-by-order equations of the series
with leading power `r ^ γ`, for `c ≠ 0` and `|Z / c| ≤ |κ|`. -/
def IsStart (Z c κ W : ℝ) (u : ℕ → Fin 2 → ℝ) : Prop :=
  indicial κ (Z / c) (startExponent κ (Z / c)) *ᵥ u 0 = 0 ∧
  ∀ n : ℕ, indicial κ (Z / c) (startExponent κ (Z / c) + (n + 1 : ℕ)) *ᵥ u (n + 1)
    = source c W (u n)
```

The truncated series contains the orders \(0\) to \(N\), with real powers of \(r\).

```lean
/-- Component `i` of the series, truncated after the power `r ^ (g + N)`. -/
def partialSum (g : ℝ) (u : ℕ → Fin 2 → ℝ) (i : Fin 2) (N : ℕ) (r : ℝ) : ℝ :=
  ∑ n ∈ Finset.range (N + 1), u n i * r ^ (g + (n : ℝ))
```

## Exponent, ratio and determinants

The condition \(0<a<|\kappa|\) says that the Coulomb coupling is weaker than the angular term. It makes \(\kappa^2-a^2\) positive, and hence \(\gamma\) real and positive.

```lean
/-- For `0 < a < |κ|` the exponent `γ` is positive and `γ² = κ² - a²`. -/
theorem startExponent_spec {κ a : ℝ} (ha : 0 < a) (h : a < |κ|) :
    0 < startExponent κ a ∧ startExponent κ a ^ 2 = κ ^ 2 - a ^ 2 := by
  have hp : 0 < κ ^ 2 - a ^ 2 := by
    rw [← sq_abs κ]
    nlinarith
  exact ⟨Real.sqrt_pos.2 hp, Real.sq_sqrt hp.le⟩
```

Three auxiliary lemmas supply the determinant, the two rows of the matrix-vector product, and the derivative of \(r^s\) in the form \((s/r)\,r^s\).

```lean
lemma det_indicial (κ a g : ℝ) : (indicial κ a g).det = g ^ 2 - κ ^ 2 + a ^ 2 := by
  rw [indicial, Matrix.det_fin_two_of]
  ring

lemma indicial_mulVec (κ a g : ℝ) (v : Fin 2 → ℝ) :
    indicial κ a g *ᵥ v = ![(g + κ) * v 0 - a * v 1, a * v 0 + (g - κ) * v 1] := by
  ext i
  fin_cases i <;> simp [indicial, Matrix.mulVec, dotProduct, Fin.sum_univ_two]
  ring

lemma hasDerivAt_power {r : ℝ} (hr : 0 < r) (s : ℝ) :
    HasDerivAt (fun x : ℝ => x ^ s) (s / r * r ^ s) r :=
  (Real.hasDerivAt_rpow_const (Or.inl hr.ne')).congr_deriv (by
    rw [Real.rpow_sub_one hr.ne']; ring)
```

The singularity condition needs no restriction on the parameters. Mathlib's equivalence between a nonzero null vector and a zero determinant reduces it to the formula above.

```lean
/-- A nonzero pair of leading coefficients exists for the power `r ^ g` exactly when
`g² = κ² - a²`. -/
theorem indicial_singular_iff (κ a g : ℝ) :
    (∃ v : Fin 2 → ℝ, v ≠ 0 ∧ indicial κ a g *ᵥ v = 0) ↔ g ^ 2 = κ ^ 2 - a ^ 2 := by
  rw [Matrix.exists_mulVec_eq_zero_iff, det_indicial]
  constructor <;> intro h <;> linarith
```

The next theorem fixes the ratio of the leading coefficients, when they are not both zero. In one direction it reads off the first row. In the other it must also recover the second row, which it multiplies by \(a\) and reduces with \(\gamma^2=\kappa^2-a^2\), as in the derivation.

```lean
/-- For `0 < a < |κ|` the leading coefficients at the exponent `γ` are exactly the pairs `(p, q)`
with `q = (γ + κ) p / a`. -/
theorem leading_iff {κ a : ℝ} (ha : 0 < a) (h : a < |κ|) (v : Fin 2 → ℝ) :
    indicial κ a (startExponent κ a) *ᵥ v = 0 ↔
      v 1 = (startExponent κ a + κ) / a * v 0 := by
  have hs := (startExponent_spec ha h).2
  rw [indicial_mulVec]
  constructor
  · intro hv
    have h0 : (startExponent κ a + κ) * v 0 - a * v 1 = 0 := congrFun hv 0
    field_simp
    linarith
  · intro hv
    have h1 : a * v 1 = (startExponent κ a + κ) * v 0 := by
      rw [hv]
      field_simp
    ext i
    fin_cases i
    · show (startExponent κ a + κ) * v 0 - a * v 1 = 0
      linarith
    · show a * v 0 + (startExponent κ a - κ) * v 1 = 0
      apply mul_left_cancel₀ ha.ne'
      linear_combination (startExponent κ a - κ) * h1 + v 0 * hs

/-- For `0 < a < |κ|` the determinant met at order `n` of the series is `n (2γ + n)`. -/
theorem det_shifted {κ a : ℝ} (ha : 0 < a) (h : a < |κ|) (n : ℕ) :
    (indicial κ a (startExponent κ a + n)).det = n * (2 * startExponent κ a + n) := by
  rw [det_indicial]
  linear_combination (startExponent_spec ha h).2
```

## One series for each leading coefficient

The theorem says that for every \(W\) and \(p_0\) exactly one coefficient sequence satisfies `IsStart` and begins with \(p_0\). In the proof, `hdet` records that no later matrix is singular. Existence builds the sequence recursively by applying the inverse matrix to `source`. Uniqueness is an induction: `leading_iff` settles order zero, and multiplication by the inverse settles each successor.

```lean
/-- For `0 < Z / c < |κ|` and any energy `W`, the leading large-component coefficient `p₀`
determines one and only one sequence of series coefficients. -/
theorem existsUnique_start {Z c κ : ℝ} (ha : 0 < Z / c) (h : Z / c < |κ|) (W p₀ : ℝ) :
    ∃! u : ℕ → Fin 2 → ℝ, IsStart Z c κ W u ∧ u 0 0 = p₀ := by
  have hg := (startExponent_spec ha h).1
  -- no order after the leading one is singular
  have hdet : ∀ n : ℕ, IsUnit
      (indicial κ (Z / c) (startExponent κ (Z / c) + (n + 1 : ℕ))).det := by
    intro n
    rw [det_shifted ha h]
    exact IsUnit.mk0 _ (by positivity)
  have hsolve : ∀ (n : ℕ) (b : Fin 2 → ℝ),
      indicial κ (Z / c) (startExponent κ (Z / c) + (n + 1 : ℕ)) *ᵥ
        ((indicial κ (Z / c) (startExponent κ (Z / c) + (n + 1 : ℕ)))⁻¹ *ᵥ b) = b := by
    intro n b
    rw [Matrix.mulVec_mulVec, Matrix.mul_nonsing_inv _ (hdet n), Matrix.one_mulVec]
  apply existsUnique_of_exists_of_unique
  · refine ⟨fun n => Nat.rec (motive := fun _ => Fin 2 → ℝ)
      ![p₀, (startExponent κ (Z / c) + κ) / (Z / c) * p₀]
      (fun n v => (indicial κ (Z / c) (startExponent κ (Z / c) + (n + 1 : ℕ)))⁻¹ *ᵥ
        source c W v) n, ⟨?_, ?_⟩, rfl⟩
    · exact (leading_iff ha h _).2 rfl
    · intro n
      exact hsolve n _
  · rintro u w ⟨⟨hu0, hu⟩, hup⟩ ⟨⟨hw0, hw⟩, hwp⟩
    funext n
    induction n with
    | zero =>
      have e1 := (leading_iff ha h _).1 hu0
      have e2 := (leading_iff ha h _).1 hw0
      ext i
      fin_cases i
      · exact hup.trans hwp.symm
      · show u 0 1 = w 0 1
        rw [e1, e2, hup, hwp]
    | succ n ih =>
      have e := (hu n).trans ((congrArg (source c W) ih).trans (hw n).symm)
      have e' := congrArg (fun v =>
        (indicial κ (Z / c) (startExponent κ (Z / c) + (n + 1 : ℕ)))⁻¹ *ᵥ v) e
      simp only [Matrix.mulVec_mulVec, Matrix.nonsing_inv_mul _ (hdet n),
        Matrix.one_mulVec] at e'
      exact e'
```

The statement concerns coefficients; convergence of the infinite series is a separate question.

## What truncation leaves over

For every \(r>0\) and every \(N\), including \(N=0\), the truncated sums satisfy the equations with the residuals \(e\) and \(f\) found above. This measures how well the equations are satisfied, and does not bound the distance to a true solution.

The proof replaces \(\gamma\) by a general `g`, because only the order-by-order equations matter. The base case uses the two rows of the leading equation. In the induction step, `hpow` writes \(r^{g+N}\) as \(r^{g+N+1}/r\), so that the recursion can cancel the old residual against the new term.

```lean
/-- At `r > 0` the series truncated after `r ^ (γ + N)` satisfies the radial Dirac equations
up to residuals proportional to `r ^ (γ + N)`, given by its last coefficients. -/
theorem truncated_start {Z c κ W r : ℝ} {u : ℕ → Fin 2 → ℝ} (hu : IsStart Z c κ W u)
    (hr : 0 < r) (N : ℕ) :
    SolvesUpTo Z c κ W (partialSum (startExponent κ (Z / c)) u 0 N)
      (partialSum (startExponent κ (Z / c)) u 1 N) r
      (-((W + c ^ 2) / c * u N 1 * r ^ (startExponent κ (Z / c) + (N : ℝ))))
      ((W - c ^ 2) / c * u N 0 * r ^ (startExponent κ (Z / c) + (N : ℝ))) := by
  obtain ⟨h0, hS⟩ := hu
  generalize startExponent κ (Z / c) = g at h0 hS ⊢
  induction N with
  | zero =>
    have hz : ∀ i, partialSum g u i 0 = fun x => u 0 i * x ^ g := by
      intro i
      funext x
      simp [partialSum]
    rw [indicial_mulVec] at h0
    have h1 : (g + κ) * u 0 0 - Z / c * u 0 1 = 0 := congrFun h0 0
    have h2 : Z / c * u 0 0 + (g - κ) * u 0 1 = 0 := congrFun h0 1
    rw [hz, hz, Nat.cast_zero, add_zero]
    refine ⟨((hasDerivAt_power hr g).const_mul (u 0 0)).congr_deriv ?_,
      ((hasDerivAt_power hr g).const_mul (u 0 1)).congr_deriv ?_⟩
    · linear_combination (r ^ g / r) * h1
    · linear_combination (r ^ g / r) * h2
  | succ N ih =>
    obtain ⟨i1, i2⟩ := ih
    have hz : ∀ i, partialSum g u i (N + 1) =
        fun x => partialSum g u i N x + u (N + 1) i * x ^ (g + ((N + 1 : ℕ) : ℝ)) := by
      intro i
      funext x
      exact Finset.sum_range_succ _ _
    have hN := hS N
    rw [indicial_mulVec] at hN
    have h1 : (g + ((N + 1 : ℕ) : ℝ) + κ) * u (N + 1) 0 - Z / c * u (N + 1) 1
        = (W + c ^ 2) / c * u N 1 := congrFun hN 0
    have h2 : Z / c * u (N + 1) 0 + (g + ((N + 1 : ℕ) : ℝ) - κ) * u (N + 1) 1
        = -((W - c ^ 2) / c) * u N 0 := congrFun hN 1
    have hpow : r ^ (g + (N : ℝ)) = r ^ (g + ((N + 1 : ℕ) : ℝ)) / r := by
      rw [Nat.cast_add, Nat.cast_one, ← add_assoc, Real.rpow_add_one hr.ne',
        mul_div_cancel_right₀ _ hr.ne']
    rw [hpow] at i1 i2
    rw [hz, hz]
    -- the new term cancels the old residual and leaves one of the next order
    refine ⟨(i1.fun_add ((hasDerivAt_power hr _).const_mul (u (N + 1) 0))).congr_deriv ?_,
      (i2.fun_add ((hasDerivAt_power hr _).const_mul (u (N + 1) 1))).congr_deriv ?_⟩
    · linear_combination (r ^ (g + ((N + 1 : ℕ) : ℝ)) / r) * h1
    · linear_combination (r ^ (g + ((N + 1 : ℕ) : ℝ)) / r) * h2
```

For a start at small radius, the residuals thus shrink as \(r^{\gamma+N}\) in this pure Coulomb model. A screened atomic potential adds further terms to the equations, so the higher coefficients must then be derived anew.

## The closed form checked

The hypotheses are \(Z>0\), \(c>0\), \(Z/c<k\) and \(r>0\), with \(k\) real. The two relations for \(\beta\) appear as `hb1`, multiplied by \(c\), and `hb2`. From them `hA` and `hB` derive the identities needed for the first and second radial equation. The product rule gives `hF`, the derivative of \(P\), and the last two lines combine it with these identities.

```lean
/-- For `κ = -k` with `0 < Z / c < k`, the functions `P = r ^ γ exp (-Z r / k)` and
`Q = (γ - k) P / a`, `a = Z / c`, solve the radial Dirac equations at every `r > 0`
with energy `W = γ c² / k`. -/
theorem exact_solution {Z c k r : ℝ} (hZ : 0 < Z) (hc : 0 < c) (h : Z / c < k) (hr : 0 < r) :
    SolvesUpTo Z c (-k) (startExponent (-k) (Z / c) / k * c ^ 2)
      (fun x => x ^ startExponent (-k) (Z / c) * Real.exp (-(Z / k) * x))
      (fun x => (startExponent (-k) (Z / c) - k) / (Z / c) *
        (x ^ startExponent (-k) (Z / c) * Real.exp (-(Z / k) * x))) r 0 0 := by
  have ha : 0 < Z / c := div_pos hZ hc
  have hk : 0 < k := ha.trans h
  have hs := (startExponent_spec (κ := -k) ha (by rwa [abs_neg, abs_of_pos hk])).2
  generalize startExponent (-k) (Z / c) = γ at hs ⊢
  generalize hβ : (γ - k) / (Z / c) = β
  -- the two relations obeyed by the ratio β = Q / P
  have hb1 : Z * β = c * (γ - k) := by
    rw [← hβ]
    field_simp
  have hb2 : (γ + k) * β = -(Z / c) := by
    rw [← hβ, ← mul_div_assoc, div_eq_iff ha.ne']
    linear_combination hs
  have hA : (γ / k * c ^ 2 + Z / r + c ^ 2) / c * β = -(Z / k) + (γ - k) / r := by
    calc (γ / k * c ^ 2 + Z / r + c ^ 2) / c * β
        = c * ((γ + k) * β) / k + Z * β / c / r := by
          field_simp
          ring
      _ = -(Z / k) + (γ - k) / r := by
        rw [hb1, hb2]
        field_simp
  have hB : (γ / k * c ^ 2 + Z / r - c ^ 2) / c = Z * β / k - (γ + k) * β / r := by
    rw [hb1, hb2]
    field_simp
    ring
  have he : HasDerivAt (fun x => Real.exp (-(Z / k) * x))
      (Real.exp (-(Z / k) * r) * (-(Z / k))) r :=
    (((hasDerivAt_id' r).const_mul (-(Z / k))).exp).congr_deriv (by ring)
  have hF : HasDerivAt (fun x => x ^ γ * Real.exp (-(Z / k) * x))
      ((γ / r - Z / k) * (r ^ γ * Real.exp (-(Z / k) * r))) r :=
    ((hasDerivAt_power hr γ).fun_mul he).congr_deriv (by ring)
  refine ⟨hF.congr_deriv ?_, (hF.const_mul β).congr_deriv ?_⟩
  · linear_combination (-(r ^ γ * Real.exp (-(Z / k) * r))) * hA
  · linear_combination (r ^ γ * Real.exp (-(Z / k) * r)) * hB
```

Setting \(k=1\) gives the case \(\kappa=-1\). The theorem verifies the differential equations at each positive radius; it makes no statement about normalisability or about the rest of the spectrum.

```lean
/-- For `κ = -1` and `0 < Z / c < 1`, `P = r ^ γ exp (-Z r)` and `Q = (γ - 1) P / a`,
`a = Z / c`, solve the radial Dirac equations at every `r > 0` with energy `W = γ c²`. -/
theorem exact_solution_kappa_neg_one {Z c r : ℝ} (hZ : 0 < Z) (hc : 0 < c) (h : Z / c < 1)
    (hr : 0 < r) :
    SolvesUpTo Z c (-1) (startExponent (-1) (Z / c) * c ^ 2)
      (fun x => x ^ startExponent (-1) (Z / c) * Real.exp (-Z * x))
      (fun x => (startExponent (-1) (Z / c) - 1) / (Z / c) *
        (x ^ startExponent (-1) (Z / c) * Real.exp (-Z * x))) r 0 0 := by
  have h1 := exact_solution hZ hc h hr
  simp only [div_one] at h1
  exact h1

end

end DiracPointNucleusStart
```

```lean
#print axioms DiracPointNucleusStart.leading_iff
#print axioms DiracPointNucleusStart.existsUnique_start
#print axioms DiracPointNucleusStart.truncated_start
#print axioms DiracPointNucleusStart.exact_solution_kappa_neg_one
```

```
'DiracPointNucleusStart.leading_iff' depends on axioms: [propext, Classical.choice, Quot.sound]
'DiracPointNucleusStart.existsUnique_start' depends on axioms: [propext, Classical.choice, Quot.sound]
'DiracPointNucleusStart.truncated_start' depends on axioms: [propext, Classical.choice, Quot.sound]
'DiracPointNucleusStart.exact_solution_kappa_neg_one' depends on axioms: [propext, Classical.choice, Quot.sound]
```
